# For Z > 0, the reduced radial Coulomb function $r^{l+1}e^{-Zr/(l+1)}$ has energy $-Z^2/(2(l+1)^2)$ in atomic units and its square peaks at $r=(l+1)^2/Z$

## A 2p electron with the wrong exponent

Suppose that a 2p electron in hydrogen is given the exponent of the 1s state. In atomic units its reduced radial function is then $r^2e^{-r}$. The radial Hamiltonian turns this into $(-\tfrac12+\tfrac1r)\,r^2e^{-r}$, which is not a constant times the function. The factor in brackets, called the local energy, diverges at the nucleus, and no choice of $E$ repairs it. With the exponent $\tfrac12$ the $1/r$ term vanishes and the energy is $-\tfrac18$ everywhere.

The general problem is one electron with angular momentum $l=0,1,2,\dots$ in the field of a fixed point nucleus of charge $Z$. Its reduced radial function $u(r)$, which is $r$ times the radial part of the wavefunction, obeys

$$-\tfrac12u''+\left(\frac{l(l+1)}{2r^2}-\frac Zr\right)u=Eu,\qquad r>0 .$$

For $Z>0$ and each $l$ there is exactly one bound state without radial nodes: 1s, 2p, 3d and so on. Its energy, peak radius and mean radius are known in closed form, so a radial grid program can be compared with them in this one-electron, non-relativistic case.

## Exponent, energy and radii in Lean's terms

The definition `radialHamiltonian Z l f r` is the left-hand side of the equation for a real function `f`, evaluated at the radius `r`. The charge `Z` is real and `l` is a natural number, converted to a real number where needed. The kinetic term uses the second derivative `deriv (deriv f) r`, with no grid or basis.

The trial function `slater l a` is $r^{l+1}e^{-ar}$. Textbooks usually write the exponent as $\zeta$ and attach the name Slater to the radial function before multiplication by $r$, so the power here is one higher. The function `coulombState Z l` is the case $a=Z/(l+1)$.

The theorems state the following.

- `coulombState_eigen`: this function solves the equation at every $r>0$ with $E=-Z^2/(2(l+1)^2)$. The identity holds for every real $Z$, but it describes a bound state only for $Z>0$, where the function decays.
- `slater_eigen_iff`: a function $r^{l+1}e^{-ar}$ solves the equation on all of $r>0$ with energy $E$ exactly when $a=Z/(l+1)$ and $E$ has that value.
- `density_lt_peak`: for $Z>0$, the value of $u^2$ at any $r\ge0$ other than $(l+1)^2/Z$ is strictly smaller than its value there.
- `slater_moment` and `mean_radius`: the integrals of $r^ku^2$ over the half-line for natural $k$ and $a>0$, and the mean radius $(l+1)(2l+3)/(2Z)$ for $Z>0$.

The functions are unnormalised, and `mean_radius` therefore divides by $\int u^2\,dr$. For $Z>0$ the normalised function is $Nu$ with

$$N=\left(\frac{2Z}{l+1}\right)^{l+3/2}\frac1{\sqrt{(2l+2)!}} .$$

The step from this model to the atom is the separation of the three-dimensional Schrödinger equation in spherical coordinates, which is taken as given. It also makes $u^2$, once normalised, the probability density for the radius. States with radial nodes, such as 2s, lie outside the family of functions considered.

## The 1/r term fixes the exponent

Let $f=r^{l+1}e^{-ar}$. The product rule gives

$$f'=\big((l+1)r^l-ar^{l+1}\big)e^{-ar},$$

and a second differentiation, for $r>0$, gives

$$f''=\left(\frac{l(l+1)}{r^2}-\frac{2a(l+1)}r+a^2\right)f .$$

In $-f''/2$ the first term is $-l(l+1)/(2r^2)$, which cancels the centrifugal term. With $H$ for the radial Hamiltonian,

$$Hf=\left(-\frac{a^2}2+\frac{a(l+1)-Z}r\right)f .$$

If $a=Z/(l+1)$, the $1/r$ term is zero and $E=-a^2/2=-Z^2/(2(l+1)^2)$.

Conversely, suppose that $Hf=Ef$ for all $r>0$. Since $f>0$ there, it can be divided out. With $c=a(l+1)-Z$, the radii $r=1$ and $r=2$ give

$$-\frac{a^2}2+c=E,\qquad -\frac{a^2}2+\frac c2=E .$$

Subtraction gives $c=0$, hence the stated $a$ and $E$.

The order of the quantifiers matters here. If the equation is required at only one radius, every exponent passes with a suitable $E$: for $Z=1$, $l=0$, $a=2$ it holds at $r=1$ with $E=-1$. In `slater_eigen_iff` the "for all $r$" therefore stands inside the left-hand side of the equivalence.

## Peak radius and mean radius

Let $Z>0$ and $r_0=(l+1)^2/Z$. Since $(l+1)/r_0=Z/(l+1)$,

$$u(r)=\left(r\,e^{-r/r_0}\right)^{l+1}.$$

Put $s=r/r_0$. For $s\ne1$ the strict inequality $s<e^{s-1}$ holds, so $se^{-s}<e^{-1}$. Multiplying by $r_0$ gives $re^{-r/r_0}<r_0e^{-1}$, and the right-hand side is the value of the left at $r=r_0$. For $r\ge0$ both sides are non-negative, so raising them to the power $l+1$ and then squaring keeps the inequality strict.

For the moments with $a>0$, the Gamma integral gives

$$\int_0^\infty r^kf^2\,dr=\int_0^\infty r^{2l+2+k}e^{-2ar}\,dr=\frac{(2l+2+k)!}{(2a)^{2l+3+k}} .$$

The ratio of the cases $k=1$ and $k=0$ is $(2l+3)/(2a)$. At $a=Z/(l+1)$ this is

$$\langle r\rangle=\frac{(l+1)(2l+3)}{2Z}=r_0+\frac{l+1}{2Z}.$$

The mean lies outside the peak because the density has a long outer tail. For $l=0$ the two radii are $3/(2Z)$ and $1/Z$.

The same integral with $k=-1$ gives $\langle1/r\rangle=a/(l+1)=Z/(l+1)^2$. The mean potential energy $-Z\langle1/r\rangle$ is then $2E$, as the virial theorem requires. Since `k` is a natural number in `slater_moment`, this case would need a lemma of its own.

## The complete Lean file

```lean
import Mathlib

namespace RadialCoulomb

noncomputable section

/-- The radial Coulomb Hamiltonian in atomic units, for nuclear charge `Z` and angular momentum
`l`, acting on a reduced radial function `f` at a radius `r > 0`. -/
def radialHamiltonian (Z : ℝ) (l : ℕ) (f : ℝ → ℝ) (r : ℝ) : ℝ :=
  -(deriv (deriv f) r) / 2 + ((l : ℝ) * (l + 1) / (2 * r ^ 2) - Z / r) * f r

/-- The reduced radial Slater function `r^(l+1) exp(-a r)` with exponent `a`. -/
def slater (l : ℕ) (a r : ℝ) : ℝ := r ^ (l + 1) * Real.exp (-a * r)

/-- The Coulomb function `u = r^(l+1) exp(-Z r/(l+1))`, that is, the Slater function with
exponent `Z/(l+1)`. -/
def coulombState (Z : ℝ) (l : ℕ) : ℝ → ℝ := slater l (Z / (l + 1))

/-- The slope of a Slater function. -/
theorem hasDerivAt_slater (l : ℕ) (a r : ℝ) :
    HasDerivAt (slater l a)
      (((l + 1) * r ^ l - a * r ^ (l + 1)) * Real.exp (-a * r)) r := by
  have he : HasDerivAt (fun x : ℝ => Real.exp (-a * x)) (Real.exp (-a * r) * (-a)) r :=
    ((hasDerivAt_id' r).const_mul (-a)).exp.congr_deriv (by ring)
  have h := (hasDerivAt_pow (l + 1) r).fun_mul he
  refine h.congr_deriv ?_
  simp only [add_tsub_cancel_right]
  push_cast
  ring

/-- The second derivative of a Slater function away from the origin is the function itself times
`l(l+1)/r² - 2a(l+1)/r + a²`. -/
theorem hasDerivAt_deriv_slater (l : ℕ) (a : ℝ) {r : ℝ} (hr : r ≠ 0) :
    HasDerivAt (deriv (slater l a))
      (((l : ℝ) * (l + 1) / r ^ 2 - 2 * a * (l + 1) / r + a ^ 2) * slater l a r) r := by
  have hd : deriv (slater l a) =
      fun x => ((l + 1) * x ^ l - a * x ^ (l + 1)) * Real.exp (-a * x) :=
    funext fun x => (hasDerivAt_slater l a x).deriv
  have he : HasDerivAt (fun x : ℝ => Real.exp (-a * x)) (Real.exp (-a * r) * (-a)) r :=
    ((hasDerivAt_id' r).const_mul (-a)).exp.congr_deriv (by ring)
  -- the power rule without a truncated exponent
  have hl : (l : ℝ) * r ^ (l - 1) = l * r ^ l / r := by
    cases l with
    | zero => simp
    | succ n =>
      rw [Nat.add_sub_cancel, pow_succ]
      field_simp
  have hp : HasDerivAt (fun x : ℝ => x ^ l) (l * r ^ l / r) r :=
    (hasDerivAt_pow l r).congr_deriv hl
  have h := ((hp.const_mul ((l : ℝ) + 1)).fun_sub
    ((hasDerivAt_pow (l + 1) r).const_mul a)).fun_mul he
  rw [hd]
  refine h.congr_deriv ?_
  simp only [slater, add_tsub_cancel_right, pow_succ r l]
  push_cast
  generalize Real.exp (-a * r) = e
  generalize r ^ l = p
  field_simp
  ring

/-- On a Slater function the centrifugal term cancels: at `r > 0` the Hamiltonian multiplies it
by `-a²/2 + (a(l+1) - Z)/r`. -/
theorem radialHamiltonian_slater (Z : ℝ) (l : ℕ) (a : ℝ) {r : ℝ} (hr : 0 < r) :
    radialHamiltonian Z l (slater l a) r =
      (-a ^ 2 / 2 + (a * (l + 1) - Z) / r) * slater l a r := by
  rw [radialHamiltonian, (hasDerivAt_deriv_slater l a hr.ne').deriv]
  ring

/-- The function `r^(l+1) exp(-Z r/(l+1))` solves the radial Coulomb equation at every `r > 0`
with energy `-Z²/(2(l+1)²)`. -/
theorem coulombState_eigen (Z : ℝ) (l : ℕ) {r : ℝ} (hr : 0 < r) :
    radialHamiltonian Z l (coulombState Z l) r =
      -Z ^ 2 / (2 * ((l : ℝ) + 1) ^ 2) * coulombState Z l r := by
  have hn : (l : ℝ) + 1 ≠ 0 := by positivity
  -- this exponent removes the remaining 1/r term
  have h : Z / ((l : ℝ) + 1) * (l + 1) = Z := div_mul_cancel₀ Z hn
  rw [coulombState, radialHamiltonian_slater Z l _ hr, h, sub_self, zero_div, add_zero]
  generalize (l : ℝ) + 1 = n
  ring

/-- A Slater function `r^(l+1) exp(-a r)` solves the radial Coulomb equation on all of `r > 0`
with energy `E` exactly when `a = Z/(l+1)` and `E = -Z²/(2(l+1)²)`. -/
theorem slater_eigen_iff (Z : ℝ) (l : ℕ) (a E : ℝ) :
    (∀ r : ℝ, 0 < r → radialHamiltonian Z l (slater l a) r = E * slater l a r) ↔
      a = Z / (l + 1) ∧ E = -Z ^ 2 / (2 * ((l : ℝ) + 1) ^ 2) := by
  have hn : (l : ℝ) + 1 ≠ 0 := by positivity
  constructor
  · intro h
    have key : ∀ r : ℝ, 0 < r → -a ^ 2 / 2 + (a * (l + 1) - Z) / r = E := by
      intro r hr
      have hs : slater l a r ≠ 0 := by
        unfold slater
        positivity
      exact mul_right_cancel₀ hs ((radialHamiltonian_slater Z l a hr).symm.trans (h r hr))
    -- two radii suffice to separate the constant from the 1/r term
    have h1 := key 1 one_pos
    have h2 := key 2 two_pos
    have hZ : a * ((l : ℝ) + 1) = Z := by linarith
    have hE : E = -a ^ 2 / 2 := by linarith
    refine ⟨(eq_div_iff hn).mpr hZ, ?_⟩
    rw [hE, ← hZ]
    field_simp
  · rintro ⟨rfl, rfl⟩ r hr
    exact coulombState_eigen Z l hr

/-- For `Z > 0` the radial density `u²` on `r ≥ 0` has its maximum at `r = (l+1)²/Z`, and is
strictly smaller at every other radius. -/
theorem density_lt_peak {Z : ℝ} (hZ : 0 < Z) (l : ℕ) {r : ℝ} (hr : 0 ≤ r)
    (hne : r ≠ ((l : ℝ) + 1) ^ 2 / Z) :
    coulombState Z l r ^ 2 < coulombState Z l (((l : ℝ) + 1) ^ 2 / Z) ^ 2 := by
  obtain ⟨r₀, hr₀⟩ : ∃ r₀ : ℝ, r₀ = ((l : ℝ) + 1) ^ 2 / Z := ⟨_, rfl⟩
  have h0 : 0 < r₀ := by
    rw [hr₀]
    positivity
  -- u is the (l+1)-th power of r exp(-r/r₀)
  have form : ∀ x, coulombState Z l x = (x * Real.exp (-(x / r₀))) ^ (l + 1) := by
    intro x
    have e : -(Z / ((l : ℝ) + 1)) * x = ((l + 1 : ℕ) : ℝ) * (-(x / r₀)) := by
      rw [hr₀]
      push_cast
      field_simp
    rw [coulombState, slater, mul_pow, ← Real.exp_nat_mul, e]
  rw [← hr₀] at hne ⊢
  have hs : r / r₀ ≠ 1 := fun h => hne ((div_eq_one_iff_eq h0.ne').mp h)
  have h1 : r / r₀ < Real.exp (r / r₀ - 1) := by
    have := Real.add_one_lt_exp (sub_ne_zero.mpr hs)
    linarith
  have hc : r₀ * (r / r₀) = r := by field_simp
  have e1 : r / r₀ - 1 + -(r / r₀) = -1 := by ring
  have key : r * Real.exp (-(r / r₀)) < r₀ * Real.exp (-(r₀ / r₀)) := by
    calc r * Real.exp (-(r / r₀)) = r₀ * (r / r₀ * Real.exp (-(r / r₀))) := by
          rw [← mul_assoc, hc]
      _ < r₀ * (Real.exp (r / r₀ - 1) * Real.exp (-(r / r₀))) := by gcongr
      _ = r₀ * Real.exp (-(r₀ / r₀)) := by rw [← Real.exp_add, e1, div_self h0.ne']
  rw [form, form]
  have hlt := pow_lt_pow_left₀ key (by positivity) (Nat.succ_ne_zero l)
  exact pow_lt_pow_left₀ hlt (by positivity) two_ne_zero

/-- The radial moments of a Slater density with exponent `a > 0`:
`∫ r^k u² dr = (2l+2+k)!/(2a)^(2l+3+k)` over the half-line. -/
theorem slater_moment (l k : ℕ) {a : ℝ} (ha : 0 < a) :
    ∫ r in Set.Ioi (0 : ℝ), r ^ k * slater l a r ^ 2 =
      (Nat.factorial (2 * l + 2 + k) : ℝ) / (2 * a) ^ (2 * l + 2 + k + 1) := by
  have hf : ∀ r : ℝ, r ^ k * slater l a r ^ 2 =
      r ^ (2 * l + 2 + k) * Real.exp (-(2 * a * r)) := by
    intro r
    have he : Real.exp (-(2 * a * r)) = Real.exp (-a * r) ^ 2 := by
      rw [← Real.exp_nat_mul]
      congr 1
      push_cast
      ring
    rw [he, slater]
    ring
  simp only [hf]
  generalize 2 * l + 2 + k = n
  -- Euler's Gamma integral at an integer argument
  have h := Real.integral_rpow_mul_exp_neg_mul_Ioi (a := (n : ℝ) + 1) (r := 2 * a)
    (by positivity) (by positivity)
  have e : (n : ℝ) + 1 = ((n + 1 : ℕ) : ℝ) := by push_cast; ring
  rw [Real.Gamma_nat_eq_factorial, add_sub_cancel_right, e] at h
  simp only [Real.rpow_natCast] at h
  rw [h, one_div, inv_pow, div_eq_mul_inv, mul_comm]

/-- For `Z > 0` the mean radius in the state `u` is `(l+1)(2l+3)/(2Z)`. -/
theorem mean_radius {Z : ℝ} (hZ : 0 < Z) (l : ℕ) :
    (∫ r in Set.Ioi (0 : ℝ), r * coulombState Z l r ^ 2) /
      (∫ r in Set.Ioi (0 : ℝ), coulombState Z l r ^ 2) =
      ((l : ℝ) + 1) * (2 * l + 3) / (2 * Z) := by
  have key : ∀ a : ℝ, 0 < a → (∫ r in Set.Ioi (0 : ℝ), r * slater l a r ^ 2) /
      (∫ r in Set.Ioi (0 : ℝ), slater l a r ^ 2) = (2 * (l : ℝ) + 3) / (2 * a) := by
    intro a ha
    have h1 := slater_moment l 1 ha
    have h0 := slater_moment l 0 ha
    simp only [pow_one] at h1
    simp only [pow_zero, one_mul, add_zero] at h0
    have hfac : (Nat.factorial (2 * l + 2 + 1) : ℝ) =
        (2 * l + 3) * (Nat.factorial (2 * l + 2) : ℝ) := by
      rw [Nat.factorial_succ (2 * l + 2), Nat.cast_mul]
      push_cast
      ring
    have hF : (Nat.factorial (2 * l + 2) : ℝ) ≠ 0 :=
      Nat.cast_ne_zero.mpr (Nat.factorial_ne_zero _)
    have hP : (2 * a) ^ (2 * l + 2 + 1) ≠ 0 := by positivity
    rw [h1, h0, hfac, pow_succ (2 * a) (2 * l + 2 + 1)]
    generalize (Nat.factorial (2 * l + 2) : ℝ) = F at hF ⊢
    generalize (2 * a) ^ (2 * l + 2 + 1) = P at hP ⊢
    field_simp
  have ha : 0 < Z / ((l : ℝ) + 1) := by positivity
  refine (key _ ha).trans ?_
  field_simp

end

end RadialCoulomb
```

```lean
#print axioms RadialCoulomb.coulombState_eigen
#print axioms RadialCoulomb.slater_eigen_iff
#print axioms RadialCoulomb.density_lt_peak
#print axioms RadialCoulomb.mean_radius
```

```
'RadialCoulomb.coulombState_eigen' depends on axioms: [propext, Classical.choice, Quot.sound]
'RadialCoulomb.slater_eigen_iff' depends on axioms: [propext, Classical.choice, Quot.sound]
'RadialCoulomb.density_lt_peak' depends on axioms: [propext, Classical.choice, Quot.sound]
'RadialCoulomb.mean_radius' depends on axioms: [propext, Classical.choice, Quot.sound]
```

## From derivatives to the eigenvalue equation

`hasDerivAt_slater` is the product rule for $f'$. `hasDerivAt_deriv_slater` replaces `deriv (slater l a)` by this explicit formula and differentiates again. Both lemmas use `HasDerivAt`, which says that the derivative exists and has the given value; `deriv` alone would return zero where no derivative exists.

The power rule for $r^l$ contains the exponent `l - 1`, which natural-number subtraction turns into 0 when $l=0$. The step `hl` rewrites $l\,r^{l-1}$ as $l\,r^l/r$ and treats $l=0$ separately, where both sides vanish. The exponential and the power $r^l$ are then replaced by plain letters, and `field_simp` and `ring` finish the algebra.

`radialHamiltonian_slater` inserts the second derivative, and `ring` cancels the centrifugal term. In `coulombState_eigen` the equation `h` says that $\frac{Z}{l+1}(l+1)=Z$, which removes the $1/r$ term. In `slater_eigen_iff` the statement `key` is the equation after division by $f$; it is used at radii 1 and 2, and `linarith` solves the two resulting equations. The other direction is `coulombState_eigen`.

## From an exponential inequality to the radii

In `density_lt_peak`, `form` writes $u$ as the $(l+1)$-th power. The inequality $s<e^{s-1}$ is `h1`, obtained from Mathlib's `Real.add_one_lt_exp`. The `calc` block multiplies it by $e^{-s}$ and $r_0$, and two uses of `pow_lt_pow_left₀` supply the power $l+1$ and the square.

`slater_moment` first combines the powers and exponentials in the integrand (`hf`), then applies Mathlib's Gamma integral and turns the Gamma function into a factorial. `mean_radius` takes the ratio of two moments for a general exponent, using $(2l+3)!=(2l+3)\,(2l+2)!$, and inserts $a=Z/(l+1)$ at the end.
